# A regular solution with non-negative pair interactions has a convex free energy exactly when every $W_{ij}\le 2kT$

A phase-equilibrium code that checks only the binary subsystems can report a single stable phase where a ternary mixture demixes. This can happen when two unlike components attract each other much more strongly than like ones do on average. If no pair interaction, measured relative to that average, is negative, the binary check is enough for a regular solution.

## The bound for n components

Let $x_i>0$ be mole fractions with $\sum_i x_i=1$, $kT>0$ the thermal energy, and $W$ a symmetric matrix of pair interactions with zero diagonal. The free energy of mixing per particle is

$$F(x)=\tfrac12\sum_{i,j}W_{ij}x_ix_j+kT\sum_i x_i\log x_i .$$

If all $W_{ij}\ge0$, then $F$ is convex if and only if $W_{ij}\le2kT$ for every pair. On a lattice with $q$ nearest neighbours per site and contact energies $\varepsilon_{ij}$, $W_{ij}=q[\varepsilon_{ij}-(\varepsilon_{ii}+\varepsilon_{jj})/2]$. Non-negativity therefore means that unlike neighbours are not favoured over the average of like ones. The value $2kT$ is the binary threshold: with mole fractions $x$ and $1-x$, the curvature is $-2W_{ij}+kT/[x(1-x)]$, which is smallest at $x=\tfrac12$.

## When a code can skip the search for a miscibility gap

For this mean-field model with constant $W$, a convex-hull or flash routine can decide at each temperature:

- All $W_{ij}$ in $[0,2kT]$: there is no gap, so the search can be skipped.
- Some $W_{ij}>2kT$: $F$ is not convex, whatever the signs of the other entries.
- All $W_{ij}\le2kT$, some negative: run the full stability test.

## Curvature, binary edges and an attractive pair

**Sufficiency.** Move along $x+tv$ with $\sum_i v_i=0$. The second derivative at composition $x$ is

$$\sum_{i,j}W_{ij}v_iv_j+kT\sum_i v_i^2/x_i .$$

If $v_iv_j\ge0$, then $W_{ij}v_iv_j\ge0$; otherwise $W_{ij}v_iv_j\ge2kT\,v_iv_j$. In both cases

$$W_{ij}v_iv_j\ge kT(v_iv_j-|v_i||v_j|).$$

With $S=\sum_i|v_i|$ and $\sum_{i,j}v_iv_j=0$, the interaction term is at least $-kT\,S^2$. Dividing $(|v_i|-Sx_i)^2\ge0$ by $x_i$ gives $v_i^2/x_i\ge2S|v_i|-S^2x_i$, which sums to $\sum_i v_i^2/x_i\ge S^2$. The curvature is therefore non-negative.

**Necessity.** With $0\log0=0$, $F$ is continuous on the closed simplex, so convexity extends to it, including the edge where only $i$ and $j$ are present. Compare $x_i=(1\pm u)/2$, $x_j=(1\mp u)/2$ with their equimolar midpoint, for $0<u<1$:

$$W_{ij}u^2\le2kT\,L,\qquad L=(1+u)\log(1+u)+(1-u)\log(1-u).$$

From $\log z\le z-1$,

$$\log(1+u)+\log(1-u)\le-u^2,\qquad (1-u)\log\frac{1+u}{1-u}\le2u .$$

Multiplying the first by $1-u$ and the second by $u$, then adding, gives $(1-u)L\le u^2(1+u)$. Hence $W_{ij}(1-u)\le2kT(1+u)$, and $u\to0$ gives $W_{ij}\le2kT$.

**An attractive pair.** Take $kT=1$, $W_{12}=-200$ and no other interactions. The compositions $(\tfrac38,\tfrac38,\tfrac14)$ and $(\tfrac18,\tfrac18,\tfrac34)$ have average $F\le-15.625$, since the entropy terms are not positive. At their midpoint, $\log z\ge1-1/z$ gives $F\ge-12.5-2=-14.5$, so $F$ is not convex. The value $-200$ keeps the arithmetic simple and is not meant to be realistic. At this midpoint the curvature along $(1,1,-2)$ is $2W_{12}+16$, which is already negative for $W_{12}<-8$.

In Lean 4 with Mathlib:

```lean
import Mathlib

open Set Filter Topology

namespace RegularSolutionMiscibility

variable {ι : Type*} [Fintype ι]

/-- The free energy of a regular solution with composition `x`, pair interactions `W` and
thermal energy `kT`. -/
noncomputable def freeEnergy (W : Matrix ι ι ℝ) (kT : ℝ) (x : ι → ℝ) : ℝ :=
  (1 / 2) * ∑ i, ∑ j, W i j * x i * x j + kT * ∑ i, x i * Real.log (x i)

/-- The open composition simplex: all mole fractions are positive and they add up to one. -/
def openSimplex (ι : Type*) [Fintype ι] : Set (ι → ℝ) :=
  {x | (∀ i, 0 < x i) ∧ ∑ i, x i = 1}

/-- Mixing two compositions from the open simplex gives a composition in the open simplex. -/
theorem convex_openSimplex : Convex ℝ (openSimplex ι) := by
  intro x hx y hy a b ha hb hab
  refine ⟨fun i => (convex_Ioi (0 : ℝ)) (hx.1 i) (hy.1 i) ha hb hab, ?_⟩
  simp only [Pi.add_apply, Pi.smul_apply, smul_eq_mul, Finset.sum_add_distrib,
    ← Finset.mul_sum, hx.2, hy.2, mul_one, hab]

/-- If all interactions lie between `0` and `2kT`, a composition change `v` that conserves
the total amount has interaction curvature at least `-kT (∑ |v i|)²`. -/
theorem interaction_lower_bound {W : Matrix ι ι ℝ} {kT : ℝ} (h0 : ∀ i j, 0 ≤ W i j)
    (h2 : ∀ i j, W i j ≤ 2 * kT) {v : ι → ℝ} (hv : ∑ i, v i = 0) :
    -kT * (∑ i, |v i|) ^ 2 ≤ ∑ i, ∑ j, W i j * v i * v j := by
  have e1 : ∑ i, ∑ j, v i * v j = 0 := by rw [← Finset.sum_mul_sum, hv, zero_mul]
  have e2 : ∑ i, ∑ j, |v i| * |v j| = (∑ i, |v i|) ^ 2 := by
    rw [← Finset.sum_mul_sum, sq]
  have e : ∑ i, ∑ j, kT * (v i * v j - |v i| * |v j|)
      = kT * (∑ i, ∑ j, v i * v j - ∑ i, ∑ j, |v i| * |v j|) := by
    simp only [Finset.mul_sum, mul_sub, Finset.sum_sub_distrib]
  -- only pairs that change in opposite directions can contribute negatively to the curvature
  have hp : ∑ i, ∑ j, kT * (v i * v j - |v i| * |v j|) ≤ ∑ i, ∑ j, W i j * v i * v j := by
    refine Finset.sum_le_sum fun i _ => Finset.sum_le_sum fun j _ => ?_
    rw [← abs_mul, mul_assoc]
    rcases le_total 0 (v i * v j) with h | h
    · rw [abs_of_nonneg h, sub_self, mul_zero]
      exact mul_nonneg (h0 i j) h
    · rw [abs_of_nonpos h]
      nlinarith [mul_nonneg (sub_nonneg.2 (h2 i j)) (neg_nonneg.2 h)]
  rw [e, e1, e2] at hp
  linarith

/-- If `kT > 0` and all interactions lie between `0` and `2kT`, the sum of interaction and entropy
curvature at a composition `x` in the open simplex is non-negative for every change `v` that
conserves the total amount. -/
theorem curvature_nonneg {W : Matrix ι ι ℝ} {kT : ℝ} (hk : 0 < kT) (h0 : ∀ i j, 0 ≤ W i j)
    (h2 : ∀ i j, W i j ≤ 2 * kT) {x v : ι → ℝ} (hx : x ∈ openSimplex ι)
    (hv : ∑ i, v i = 0) :
    0 ≤ ∑ i, ∑ j, W i j * v i * v j + kT * ∑ i, v i ^ 2 / x i := by
  have hW := interaction_lower_bound h0 h2 hv
  -- Cauchy-Schwarz, term by term
  have hS : (∑ i, |v i|) ^ 2 ≤ ∑ i, v i ^ 2 / x i := by
    generalize hs : ∑ i, |v i| = s
    have h : ∑ i, (2 * s * |v i| - s ^ 2 * x i) ≤ ∑ i, v i ^ 2 / x i := by
      refine Finset.sum_le_sum fun i _ => ?_
      rw [le_div_iff₀ (hx.1 i)]
      nlinarith [sq_nonneg (|v i| - s * x i), sq_abs (v i)]
    rw [Finset.sum_sub_distrib, ← Finset.mul_sum, ← Finset.mul_sum, hs, hx.2] at h
    linarith
  have := mul_le_mul_of_nonneg_left hS hk.le
  linarith

/-- Miscible binaries suffice: if `kT > 0` and all interactions lie between `0` and `2kT`,
the free energy is convex on the open composition simplex. -/
theorem convexOn_freeEnergy {W : Matrix ι ι ℝ} {kT : ℝ} (hk : 0 < kT)
    (h0 : ∀ i j, 0 ≤ W i j) (h2 : ∀ i j, W i j ≤ 2 * kT) :
    ConvexOn ℝ (openSimplex ι) (freeEnergy W kT) := by
  refine ⟨convex_openSimplex, fun x hx y hy a b ha hb hab => ?_⟩
  obtain ⟨v, hv⟩ : ∃ v : ι → ℝ, ∀ i, v i = y i - x i := ⟨_, fun _ => rfl⟩
  have hv0 : ∑ i, v i = 0 := by
    simp only [hv, Finset.sum_sub_distrib, hx.2, hy.2, sub_self]
  have hmem : ∀ t ∈ Icc (0 : ℝ) 1, (fun i => x i + t * v i) ∈ openSimplex ι := by
    intro t ht
    have h := convex_openSimplex hx hy (sub_nonneg.2 ht.2) ht.1 (sub_add_cancel 1 t)
    convert h using 1
    funext i
    simp only [Pi.add_apply, Pi.smul_apply, smul_eq_mul, hv]
    ring
  have hc : ∀ i t, HasDerivAt (fun s : ℝ => x i + s * v i) (v i) t := fun i t =>
    (((hasDerivAt_id' t).mul_const (v i)).const_add (x i)).congr_deriv (one_mul _)
  -- first and second derivative along the segment from x to y
  have d1 : ∀ t ∈ Icc (0 : ℝ) 1, HasDerivAt (fun s => freeEnergy W kT fun i => x i + s * v i)
      ((1 / 2) * ∑ i, ∑ j, (W i j * v i * (x j + t * v j) + W i j * (x i + t * v i) * v j)
        + kT * ∑ i, (v i * Real.log (x i + t * v i) + v i)) t := by
    intro t ht
    unfold freeEnergy
    refine HasDerivAt.fun_add (HasDerivAt.const_mul _ (HasDerivAt.fun_sum fun i _ =>
      HasDerivAt.fun_sum fun j _ => ((hc i t).const_mul (W i j)).fun_mul (hc j t)))
      (HasDerivAt.const_mul _ (HasDerivAt.fun_sum fun i _ => ?_))
    have hne : x i + t * v i ≠ 0 := ((hmem t ht).1 i).ne'
    have h : HasDerivAt (fun s => (x i + s * v i) * Real.log (x i + s * v i))
        (v i * Real.log (x i + t * v i) + (x i + t * v i) * (v i / (x i + t * v i))) t :=
      (hc i t).fun_mul ((hc i t).log hne)
    have e : (x i + t * v i) * (v i / (x i + t * v i)) = v i := by field_simp
    rwa [e] at h
  have d2 : ∀ t ∈ Icc (0 : ℝ) 1, HasDerivAt (fun t => (1 / 2) * ∑ i, ∑ j,
        (W i j * v i * (x j + t * v j) + W i j * (x i + t * v i) * v j)
        + kT * ∑ i, (v i * Real.log (x i + t * v i) + v i))
      ((1 / 2) * ∑ i, ∑ j, (W i j * v i * v j + W i j * v i * v j)
        + kT * ∑ i, v i * (v i / (x i + t * v i))) t := by
    intro t ht
    exact HasDerivAt.fun_add (HasDerivAt.const_mul _ (HasDerivAt.fun_sum fun i _ =>
      HasDerivAt.fun_sum fun j _ => ((hc j t).const_mul (W i j * v i)).fun_add
        (((hc i t).const_mul (W i j)).mul_const (v j))))
      (HasDerivAt.const_mul _ (HasDerivAt.fun_sum fun i _ =>
        (((hc i t).log ((hmem t ht).1 i).ne').const_mul (v i)).add_const (v i)))
  have hg := convexOn_of_hasDerivWithinAt2_nonneg (convex_Icc (0 : ℝ) 1)
    (fun t ht => (d1 t ht).continuousAt.continuousWithinAt)
    (fun t ht => (d1 t (interior_subset ht)).hasDerivWithinAt)
    (fun t ht => (d2 t (interior_subset ht)).hasDerivWithinAt) (fun t ht => by
      have h := curvature_nonneg hk h0 h2 (hmem t (interior_subset ht)) hv0
      have e : ∑ i, v i * (v i / (x i + t * v i)) = ∑ i, v i ^ 2 / (x i + t * v i) :=
        Finset.sum_congr rfl fun i _ => by ring
      simp only [Finset.sum_add_distrib, e]
      linarith)
  have key := hg.2 (left_mem_Icc.2 zero_le_one) (right_mem_Icc.2 zero_le_one) ha hb hab
  simp only [smul_eq_mul, mul_zero, mul_one, zero_add, zero_mul, add_zero, one_mul] at key
  have e1 : (fun i => x i + v i) = y := by
    funext i
    rw [hv]
    ring
  have e2 : a • x + b • y = fun i => x i + b * v i := by
    funext i
    simp only [Pi.add_apply, Pi.smul_apply, smul_eq_mul, hv]
    linear_combination x i * hab
  rw [e1] at key
  rw [e2, smul_eq_mul, smul_eq_mul]
  exact key

/-- A continuous function of composition that is convex on the open simplex is convex on the
closed simplex, where components may be absent. -/
theorem convexOn_closed_of_open {F : (ι → ℝ) → ℝ} (hF : Continuous F)
    (h : ConvexOn ℝ (openSimplex ι) F) : ConvexOn ℝ (stdSimplex ℝ ι) F := by
  refine ⟨convex_stdSimplex ℝ ι, fun x hx y hy a b ha hb hab => ?_⟩
  rcases isEmpty_or_nonempty ι with hι | hι
  · exact absurd hx.2 (by simp)
  obtain ⟨c, hc⟩ : ∃ c, c ∈ openSimplex ι :=
    ⟨fun _ => (Fintype.card ι : ℝ)⁻¹,
      fun _ => inv_pos.2 (Nat.cast_pos.2 Fintype.card_pos), by simp⟩
  -- add a little of every component, then let the addition s tend to zero
  have hm : ∀ z ∈ stdSimplex ℝ ι, ∀ s ∈ Ioo (0 : ℝ) 1,
      (1 - s) • z + s • c ∈ openSimplex ι := by
    intro z hz s hs
    refine ⟨fun i => ?_, ?_⟩
    · exact add_pos_of_nonneg_of_pos (mul_nonneg (sub_nonneg.2 hs.2.le) (hz.1 i))
        (mul_pos hs.1 (hc.1 i))
    · simp only [Pi.add_apply, Pi.smul_apply, smul_eq_mul, Finset.sum_add_distrib,
        ← Finset.mul_sum, hz.2, hc.2]
      ring
  have hD : Continuous fun s : ℝ => a * F ((1 - s) • x + s • c) + b * F ((1 - s) • y + s • c)
      - F (a • ((1 - s) • x + s • c) + b • ((1 - s) • y + s • c)) := by fun_prop
  have hlim := ge_of_tendsto (b := (0 : ℝ)) (hD.continuousWithinAt (s := Ioi 0) (x := 0)) (by
    filter_upwards [Ioo_mem_nhdsGT (zero_lt_one' ℝ)] with s hs
    exact sub_nonneg.2 (h.2 (hm x hx s hs) (hm y hy s hs) ha hb hab))
  simp only [sub_zero, one_smul, zero_smul, add_zero] at hlim
  exact sub_nonneg.1 hlim

/-- For symmetric `W` with zero diagonal, a mixture in which only the two different
components `i` and `j` are present has the binary regular-solution free energy. -/
theorem freeEnergy_binary {W : Matrix ι ι ℝ} (kT : ℝ) (hs : ∀ i j, W i j = W j i)
    (hd : ∀ i, W i i = 0) {i j : ι} (hij : i ≠ j) {x : ι → ℝ}
    (hx : ∀ k, k ≠ i ∧ k ≠ j → x k = 0) :
    freeEnergy W kT x
      = W i j * x i * x j + kT * (x i * Real.log (x i) + x j * Real.log (x j)) := by
  have e1 : ∀ k, ∑ l, W k l * x k * x l = W k i * x k * x i + W k j * x k * x j := fun k =>
    Fintype.sum_eq_add i j hij fun l hl => by rw [hx l hl, mul_zero]
  have e2 : ∑ k, (W k i * x k * x i + W k j * x k * x j)
      = (W i i * x i * x i + W i j * x i * x j) + (W j i * x j * x i + W j j * x j * x j) :=
    Fintype.sum_eq_add i j hij fun k hk => by rw [hx k hk]; ring
  have e3 : ∑ k, x k * Real.log (x k) = x i * Real.log (x i) + x j * Real.log (x j) :=
    Fintype.sum_eq_add i j hij fun k hk => by rw [hx k hk, zero_mul]
  simp only [freeEnergy, e1]
  rw [e2, e3, hd i, hd j, hs j i]
  ring

/-- Let `0 < u < 1`, and shift an equimolar binary to mole fractions `(1 + u)/2` and `(1 - u)/2`.
Twice the ideal mixing entropy lost per particle, in units of `k`, multiplied by `1 - u`, is at most
`u ^ 2 * (1 + u)`. -/
theorem entropy_loss_le {u : ℝ} (h0 : 0 < u) (h1 : u < 1) :
    (1 - u) * ((1 + u) * Real.log (1 + u) + (1 - u) * Real.log (1 - u))
      ≤ u ^ 2 * (1 + u) := by
  have hp : 0 < 1 + u := by linarith
  have hm : 0 < 1 - u := by linarith
  have hA : Real.log (1 + u) + Real.log (1 - u) ≤ -u ^ 2 := by
    rw [← Real.log_mul hp.ne' hm.ne']
    have := Real.log_le_sub_one_of_pos (mul_pos hp hm)
    linarith
  have hB : (1 - u) * (Real.log (1 + u) - Real.log (1 - u)) ≤ 2 * u := by
    rw [← Real.log_div hp.ne' hm.ne']
    have h := mul_le_mul_of_nonneg_left (Real.log_le_sub_one_of_pos (div_pos hp hm)) hm.le
    have e : (1 - u) * ((1 + u) / (1 - u) - 1) = 2 * u := by
      field_simp
      ring
    linarith
  have h3 := mul_le_mul_of_nonneg_left hA hm.le
  have h4 := mul_le_mul_of_nonneg_left hB h0.le
  linarith

/-- For `kT > 0` and symmetric `W` with zero diagonal, convexity of the free energy on the
open simplex forces every pair interaction to be at most `2kT`. -/
theorem interaction_le_of_convexOn {W : Matrix ι ι ℝ} {kT : ℝ} (hk : 0 < kT)
    (hs : ∀ i j, W i j = W j i) (hd : ∀ i, W i i = 0)
    (h : ConvexOn ℝ (openSimplex ι) (freeEnergy W kT)) (i j : ι) : W i j ≤ 2 * kT := by
  classical
  by_cases hij : i = j
  · rw [hij, hd]
    linarith
  have hF : Continuous (freeEnergy W kT) := by
    unfold freeEnergy
    exact Continuous.add (by fun_prop) (continuous_const.mul (continuous_finsetSum _
      fun i _ => Real.continuous_mul_log.comp (continuous_apply i)))
  have hcl := convexOn_closed_of_open hF h
  by_contra hW
  rw [not_le] at hW
  obtain ⟨u, hu⟩ : ∃ u, u = (W i j - 2 * kT) / (2 * (W i j + 2 * kT)) := ⟨_, rfl⟩
  have hpos : 0 < 2 * (W i j + 2 * kT) := by linarith
  have hu0 : 0 < u := hu ▸ div_pos (by linarith) hpos
  have hu1 : u < 1 := by
    rw [hu, div_lt_one hpos]
    linarith
  have hue : u * (2 * (W i j + 2 * kT)) = W i j - 2 * kT := by
    rw [hu, div_mul_cancel₀ _ hpos.ne']
  -- compositions on the binary edge, placed symmetrically about the equimolar one
  let P : ℝ → ι → ℝ := fun t k => if k = i then (1 + t) / 2 else if k = j then (1 - t) / 2 else 0
  have hPi : ∀ t, P t i = (1 + t) / 2 := fun t => if_pos rfl
  have hPj : ∀ t, P t j = (1 - t) / 2 := fun t => by simp [P, Ne.symm hij]
  have hP0 : ∀ t k, k ≠ i ∧ k ≠ j → P t k = 0 := fun t k hk => by simp [P, hk.1, hk.2]
  have hPm : ∀ t, -1 < t → t < 1 → P t ∈ stdSimplex ℝ ι := by
    intro t h1 h2
    refine ⟨fun k => ?_, ?_⟩
    · dsimp only [P]
      split_ifs <;> linarith
    · rw [Fintype.sum_eq_add i j hij (hP0 t), hPi, hPj]
      ring
  have hPF : ∀ t, -1 < t → t < 1 → freeEnergy W kT (P t) = W i j * (1 - t ^ 2) / 4
      + kT * (((1 + t) * Real.log (1 + t) + (1 - t) * Real.log (1 - t)) / 2
        - Real.log 2) := by
    intro t h1 h2
    rw [freeEnergy_binary kT hs hd hij (hP0 t), hPi, hPj,
      Real.log_div (by linarith) two_ne_zero, Real.log_div (by linarith) two_ne_zero]
    ring
  have key := hcl.2 (hPm u (by linarith) hu1) (hPm (-u) (by linarith) (by linarith))
    (show (0 : ℝ) ≤ 1 / 2 by norm_num) (show (0 : ℝ) ≤ 1 / 2 by norm_num) (by norm_num)
  have e : (1 / 2 : ℝ) • P u + (1 / 2 : ℝ) • P (-u) = P 0 := by
    funext k
    simp only [Pi.add_apply, Pi.smul_apply, smul_eq_mul, P]
    split_ifs <;> ring
  rw [e, hPF 0 (by norm_num) (by norm_num), hPF u (by linarith) hu1,
    hPF (-u) (by linarith) (by linarith), sub_neg_eq_add, ← sub_eq_add_neg, add_zero, sub_zero,
    Real.log_one, smul_eq_mul, smul_eq_mul] at key
  have h5 : W i j * u ^ 2
      ≤ 2 * kT * ((1 + u) * Real.log (1 + u) + (1 - u) * Real.log (1 - u)) := by
    linarith
  have h6 := mul_le_mul_of_nonneg_left h5 (sub_nonneg.2 hu1.le)
  have h7 := mul_le_mul_of_nonneg_left (entropy_loss_le hu0 hu1) (by linarith : 0 ≤ 2 * kT)
  have h8 : u ^ 2 * (W i j * (1 - u)) ≤ u ^ 2 * (2 * kT * (1 + u)) := by linarith
  have h9 := le_of_mul_le_mul_left h8 (pow_pos hu0 2)
  linarith

/-- For `kT > 0` and symmetric, non-negative `W` with zero diagonal, the free energy is convex
on the open composition simplex exactly when every pair interaction is at most `2kT`. -/
theorem convexOn_iff_binaries_miscible {W : Matrix ι ι ℝ} {kT : ℝ} (hk : 0 < kT)
    (hs : ∀ i j, W i j = W j i) (hd : ∀ i, W i i = 0) (h0 : ∀ i j, 0 ≤ W i j) :
    ConvexOn ℝ (openSimplex ι) (freeEnergy W kT) ↔ ∀ i j, W i j ≤ 2 * kT :=
  ⟨interaction_le_of_convexOn hk hs hd, convexOn_freeEnergy hk h0⟩

/-- With `kT = 1`, a ternary solution with one attractive pair of strength `-200` and no other
interactions has a free energy that is not convex on the open composition simplex. -/
theorem attractive_pair_not_convexOn :
    ¬ ConvexOn ℝ (openSimplex (Fin 3))
      (freeEnergy !![0, -200, 0; -200, 0, 0; 0, 0, 0] 1) := by
  intro h
  have hF : ∀ a b c : ℝ, freeEnergy !![0, -200, 0; -200, 0, 0; 0, 0, 0] 1 ![a, b, c]
      = -200 * a * b + (a * Real.log a + b * Real.log b + c * Real.log c) := by
    intro a b c
    simp [freeEnergy, Fin.sum_univ_succ]
    ring
  have hm : ∀ a b c : ℝ, 0 < a → 0 < b → 0 < c → a + b + c = 1 →
      ![a, b, c] ∈ openSimplex (Fin 3) := by
    intro a b c ha hb hc hsum
    refine ⟨fun i => ?_, ?_⟩
    · fin_cases i
      exacts [ha, hb, hc]
    · rw [Fin.sum_univ_three]
      exact hsum
  -- compare two compositions with their midpoint
  have key := h.2
    (hm (3 / 8) (3 / 8) (1 / 4) (by norm_num) (by norm_num) (by norm_num) (by norm_num))
    (hm (1 / 8) (1 / 8) (3 / 4) (by norm_num) (by norm_num) (by norm_num) (by norm_num))
    (show (0 : ℝ) ≤ 1 / 2 by norm_num) (show (0 : ℝ) ≤ 1 / 2 by norm_num) (by norm_num)
  have e : (1 / 2 : ℝ) • ![(3 / 8 : ℝ), 3 / 8, 1 / 4] + (1 / 2 : ℝ) • ![(1 / 8 : ℝ), 1 / 8, 3 / 4]
      = ![1 / 4, 1 / 4, 1 / 2] := by
    ext i
    fin_cases i <;> norm_num
  rw [e, hF, hF, hF, smul_eq_mul, smul_eq_mul] at key
  have l1 : Real.log (3 / 8) ≤ 0 := Real.log_nonpos (by norm_num) (by norm_num)
  have l2 : Real.log (1 / 8) ≤ 0 := Real.log_nonpos (by norm_num) (by norm_num)
  have l3 : Real.log (3 / 4) ≤ 0 := Real.log_nonpos (by norm_num) (by norm_num)
  have l4 : Real.log (1 / 4) ≤ 0 := Real.log_nonpos (by norm_num) (by norm_num)
  have l5 := Real.one_sub_inv_le_log_of_pos (show (0 : ℝ) < 1 / 4 by norm_num)
  have l6 := Real.one_sub_inv_le_log_of_pos (show (0 : ℝ) < 1 / 2 by norm_num)
  linarith

end RegularSolutionMiscibility
```

```lean
#print axioms RegularSolutionMiscibility.convexOn_iff_binaries_miscible
-- 'RegularSolutionMiscibility.convexOn_iff_binaries_miscible' depends on axioms: [propext, Classical.choice, Quot.sound]
#print axioms RegularSolutionMiscibility.attractive_pair_not_convexOn
-- 'RegularSolutionMiscibility.attractive_pair_not_convexOn' depends on axioms: [propext, Classical.choice, Quot.sound]
```

## What is certified: one solution phase with constant interactions

`convexOn_iff_binaries_miscible` states the equivalence for any finite type `ι` of components. `openSimplex ι` is the set of positive compositions, `freeEnergy W kT` is $F$, and `kT` is one real number. The sufficient half, `convexOn_freeEnergy`, uses neither symmetry nor the zero diagonal.

`interaction_lower_bound` and `curvature_nonneg` carry out the curvature estimate; `convexOn_freeEnergy` differentiates twice along a segment and applies the second-derivative test. For the converse, `convexOn_closed_of_open` mixes in a little of every component and lets that amount vanish. `freeEnergy_binary` and `entropy_loss_le` supply the edge formula and the logarithm bound. Instead of taking $u\to0$, `interaction_le_of_convexOn` assumes $W_{ij}>2kT$ and picks one $u$ that gives a contradiction. `attractive_pair_not_convexOn` is the midpoint comparison, so the upper bound alone does not ensure convexity.

That a real solution follows this $F$, with random mixing and composition-independent interactions, remains a physical assumption. Convexity also says nothing about competing phases with a different free energy, such as an ordered compound, or about rounding in a code.
